# The Jordan–Wigner hopping term is half of XX + YY with Z on the sites between

To write the hopping of an electron between two spin orbitals in terms of qubits, we take the annihilation operators to be explicit Jordan–Wigner matrices, not abstract symbols with anticommutation relations. Each orbital is a site carrying one qubit, with bit 1 for occupied. For sites $p<q$ the result is

$$a_p^\dagger a_q+a_q^\dagger a_p=\tfrac12\,(X_pX_q+Y_pY_q)\prod_{p<k<q}Z_k .$$

In the Jordan–Wigner encoding, the off-diagonal one-electron terms of a molecular Hamiltonian with real coefficients are multiples of such expressions; the theorem treats one pair of distinct sites and no electron–electron interaction. That the matrices $a_j$ represent fermions rests on their anticommutation relations, which are neither used nor proved here.

## Operators on the register

```lean
import Mathlib

open Matrix ComplexConjugate

namespace JordanWignerHopping

noncomputable section

/-- Operators on a single qubit. -/
abbrev Qubit := Matrix (Fin 2) (Fin 2) ℂ
```

A one-qubit operator is a complex $2\times2$ matrix.

```lean
/-- Operators on a register of `n` qubits, indexed by bit configurations. -/
abbrev Register (n : ℕ) := Matrix (Fin n → Fin 2) (Fin n → Fin 2) ℂ
```

A basis state of $n$ qubits is a function `Fin n → Fin 2`, giving a bit to each site $0,\dots,n-1$. Register operators are matrices indexed by such functions.

```lean
/-- The Pauli matrix X. -/
def X : Qubit := !![0, 1; 1, 0]

/-- The Pauli matrix Y. -/
def Y : Qubit := !![0, -Complex.I; Complex.I, 0]

/-- The Pauli matrix Z. -/
def Z : Qubit := !![1, 0; 0, -1]
```

These are the usual Pauli matrices, written row by row.

```lean
/-- The one-qubit ladder matrix (X + iY)/2. -/
def lower : Qubit := (1 / 2 : ℂ) • (X + Complex.I • Y)
```

Write $\sigma=(X+iY)/2=|0\rangle\langle1|$ for this matrix; `•` multiplies by a scalar. It lowers the occupation, hence the name `lower`, although spin textbooks often call it $\sigma^+$.

```lean
variable {n : ℕ}

/-- The tensor product of one matrix per qubit. -/
def tensor (A : Fin n → Qubit) : Register n :=
  Matrix.of fun s t => ∏ i, A i (s i) (t i)
```

The entry of $\bigotimes_i A_i$ between configurations $s$ and $t$ is $\prod_i A_i(s_i,t_i)$.

```lean
/-- The matrix `A` acting on qubit `j`, with the identity on all others. -/
def site (j : Fin n) (A : Qubit) : Register n :=
  tensor fun i => if i = j then A else 1
```

This is $A_j$, the matrix $A$ acting on qubit $j$ alone.

```lean
/-- The product of Z over all qubits `k` with `p < k < q` (the identity if there are none). -/
def zString (p q : Fin n) : Register n :=
  tensor fun i => if p < i ∧ i < q then Z else 1
```

This is the string $\prod_{p<k<q}Z_k$.

```lean
/-- `A` on qubit `p` times `B` on qubit `q` times Z on all qubits `k` with `p < k < q`. -/
def link (p q : Fin n) (A B : Qubit) : Register n :=
  site p A * site q B * zString p q
```

We write a link as $L(A,B)=A_pB_q\prod_{p<k<q}Z_k$.

```lean
/-- The Jordan-Wigner matrix a_j: Z before site `j`, (X + iY)/2 on it, identity after. -/
def annihilate (j : Fin n) : Register n :=
  tensor fun i => if i < j then Z else if i = j then lower else 1
```

This is $a_j=Z_0\cdots Z_{j-1}\,\sigma_j$. Its adjoint $a_j^\dagger$ is written `(annihilate j)ᴴ`.

## Multiplying site by site

```lean
/-- Tensor products multiply qubit by qubit. -/
theorem tensor_mul (A B : Fin n → Qubit) :
    tensor A * tensor B = tensor fun i => A i * B i := by
  ext s t
  simp only [tensor, Matrix.of_apply, Matrix.mul_apply, Finset.prod_univ_sum,
    Fintype.piFinset_univ, Finset.prod_mul_distrib]
```

In the matrix product, the sum over intermediate configurations $r$ factorises:

$$\sum_r\prod_i A_i(s_i,r_i)B_i(r_i,t_i)=\prod_i\sum_{r_i}A_i(s_i,r_i)B_i(r_i,t_i).$$

The proof is this exchange of sum and product.

```lean
/-- The tensor product of identities is the identity of the register. -/
theorem tensor_one : tensor (fun _ : Fin n => (1 : Qubit)) = 1 := by
  ext s t
  by_cases h : s = t
  · subst h
    simp [tensor]
  · obtain ⟨i, hi⟩ := Function.ne_iff.mp h
    rw [Matrix.one_apply_ne h]
    exact Finset.prod_eq_zero (Finset.mem_univ i) (Matrix.one_apply_ne hi)
```

If $s=t$, every factor is 1. If not, some site has $s_i\ne t_i$, and its factor is 0.

```lean
/-- For `p < q`, a link is a single tensor product with `A` on `p`, `B` on `q`, Z strictly
between and the identity elsewhere. -/
theorem link_eq {p q : Fin n} (hpq : p < q) (A B : Qubit) :
    link p q A B = tensor fun i =>
      if i = p then A else if i = q then B else if p < i ∧ i < q then Z else 1 := by
  simp only [link, site, zString, tensor_mul]
  refine congrArg tensor (funext fun i => ?_)
  by_cases h1 : i = p
  · subst h1
    simp [hpq.ne]
  · by_cases h2 : i = q
    · subst h2
      simp [hpq.ne']
    · simp [h1, h2]
```

For $p<q$, the three factors of a link act on different sites, so they merge into one tensor product. The proof checks site $p$, site $q$ and the rest.

```lean
/-- For `p < q`, the products a_p† a_q and a_q† a_p are ladder matrices on the two sites
joined by a string of Z. -/
theorem ladder_link {p q : Fin n} (hpq : p < q) :
    (annihilate p)ᴴ * annihilate q = link p q lowerᴴ lower ∧
    (annihilate q)ᴴ * annihilate p = link p q lower lowerᴴ := by
  have hZ : Zᴴ = Z := by
    ext i j
    fin_cases i <;> fin_cases j <;> norm_num [Z, Matrix.conjTranspose_apply]
  have hZZ : Z * Z = 1 := by
    ext i j
    fin_cases i <;> fin_cases j <;> norm_num [Z, Matrix.mul_apply, Fin.sum_univ_two]
  have hR : Z * lower = lower := by
    ext i j
    fin_cases i <;> fin_cases j <;>
      norm_num [Z, lower, X, Y, Matrix.mul_apply, Fin.sum_univ_two]
  have hL : lowerᴴ * Z = lowerᴴ := by
    calc lowerᴴ * Z = (Z * lower)ᴴ := by rw [Matrix.conjTranspose_mul, hZ]
      _ = lowerᴴ := by rw [hR]
  have hT : ∀ A : Fin n → Qubit, (tensor A)ᴴ = tensor fun i => (A i)ᴴ := by
    intro A
    ext s t
    simp only [tensor, Matrix.conjTranspose_apply, Matrix.of_apply, star_prod]
  -- compare the two tensor products site by site
  constructor <;>
  · rw [link_eq hpq, annihilate, annihilate, hT, tensor_mul]
    refine congrArg tensor (funext fun i => ?_)
    rcases lt_trichotomy i p with h | h | h
    · have h' := h.trans hpq
      simp [h, h', h.ne, h'.ne, not_lt_of_ge h.le, hZ, hZZ]
    · subst h
      simp [hpq, hL, hR, hZ]
    · rcases lt_trichotomy i q with h' | h' | h'
      · simp [h, h', h.ne', h'.ne, not_lt_of_ge h.le, hZ]
      · subst h'
        simp [h.ne', not_lt_of_ge h.le]
      · simp [h.ne', h'.ne', not_lt_of_ge h.le, not_lt_of_ge h'.le]
```

The claim is $a_p^\dagger a_q=L(\sigma^\dagger,\sigma)$ and $a_q^\dagger a_p=L(\sigma,\sigma^\dagger)$. By hand, multiply on each site:

| site | $a_p^\dagger a_q$ | $a_q^\dagger a_p$ |
|---|---|---|
| before $p$ | $ZZ=1$ | $ZZ=1$ |
| $p$ | $\sigma^\dagger Z=\sigma^\dagger$ | $Z\sigma=\sigma$ |
| between | $Z$ | $Z$ |
| $q$ | $\sigma$ | $\sigma^\dagger$ |
| after $q$ | $1$ | $1$ |

The facts `hZZ`, `hR` and `hL` supply the $2\times2$ identities, and `lt_trichotomy` splits the sites into the rows of the table.

## From ladder matrices to Pauli matrices

```lean
/-- For `p < q`, the Pauli expansions of a_p† a_q and a_q† a_p differ only in the sign of the
part XY - YX. -/
theorem ladder_pauli {p q : Fin n} (hpq : p < q) :
    (annihilate p)ᴴ * annihilate q = (1 / 4 : ℂ) • (link p q X X + link p q Y Y
      + Complex.I • (link p q X Y - link p q Y X)) ∧
    (annihilate q)ᴴ * annihilate p = (1 / 4 : ℂ) • (link p q X X + link p q Y Y
      - Complex.I • (link p q X Y - link p q Y X)) := by
  -- matrix elements of a link factor into those of `A`, of `B` and a common rest
  have hlink : ∀ (A B : Qubit) (s t : Fin n → Fin 2), link p q A B s t =
      A (s p) (t p) * B (s q) (t q) * ∏ i ∈ (Finset.univ.erase p).erase q,
        (if p < i ∧ i < q then Z else 1) (s i) (t i) := by
    intro A B s t
    rw [link_eq hpq]
    simp only [tensor, Matrix.of_apply]
    rw [← Finset.mul_prod_erase Finset.univ _ (Finset.mem_univ p),
      ← Finset.mul_prod_erase (Finset.univ.erase p) _
        (Finset.mem_erase.2 ⟨hpq.ne', Finset.mem_univ q⟩), ← mul_assoc]
    congr 1
    · simp [hpq.ne']
    · refine Finset.prod_congr rfl fun i hi => ?_
      have h2 : i ≠ q := (Finset.mem_erase.1 hi).1
      have h1 : i ≠ p := (Finset.mem_erase.1 (Finset.mem_erase.1 hi).2).1
      simp only [if_neg h1, if_neg h2]
  have hD : lowerᴴ = (1 / 2 : ℂ) • (X - Complex.I • Y) := by
    ext i j
    fin_cases i <;> fin_cases j <;>
      norm_num [lower, X, Y, Matrix.conjTranspose_apply]
  rw [(ladder_link hpq).1, (ladder_link hpq).2, hD]
  constructor <;>
  · ext s t
    simp only [lower, hlink, Matrix.add_apply, Matrix.sub_apply, Matrix.smul_apply,
      smul_eq_mul]
    generalize (∏ i ∈ (Finset.univ.erase p).erase q,
      (if p < i ∧ i < q then Z else 1) (s i) (t i)) = K
    linear_combination (-1 / 4 * Y (s p) (t p) * Y (s q) (t q) * K) * Complex.I_sq
```

Expanding $\sigma^\dagger=(X-iY)/2$ on $p$ and $\sigma$ on $q$ gives

$$a_p^\dagger a_q=\tfrac14\big[L(X,X)+L(Y,Y)+i\,(L(X,Y)-L(Y,X))\big].$$

Exchanging $\sigma$ and $\sigma^\dagger$ reverses the sign of $i$. In Lean, `hlink` splits each matrix element into a factor from $p$, one from $q$ and a common rest $K$; `linear_combination` then finishes with $i^2=-1$.

```lean
/-- Jordan-Wigner hopping term: for `p < q`, a_p† a_q + a_q† a_p is half the sum of X_p X_q and
Y_p Y_q, each multiplied by Z on all sites strictly between. -/
theorem hopping_term {p q : Fin n} (hpq : p < q) :
    (annihilate p)ᴴ * annihilate q + (annihilate q)ᴴ * annihilate p
      = (1 / 2 : ℂ) • (link p q X X + link p q Y Y) := by
  rw [(ladder_pauli hpq).1, (ladder_pauli hpq).2]
  module
```

Adding the two expansions cancels the $XY-YX$ part and doubles the remainder, so $\tfrac14$ becomes $\tfrac12$. The `rw` line inserts the expansions, and `module` collects the coefficients.

## Complex amplitudes, neighbours and the square

```lean
/-- Hopping between `p < q` with a complex amplitude `t`: XX + YY has coefficient `t.re / 2` and XY
- YX has coefficient `-t.im / 2`, all with the string of Z. -/
theorem complex_hopping_term {p q : Fin n} (hpq : p < q) (t : ℂ) :
    t • ((annihilate p)ᴴ * annihilate q) + conj t • ((annihilate q)ᴴ * annihilate p)
      = ((t.re : ℂ) / 2) • (link p q X X + link p q Y Y)
        - ((t.im : ℂ) / 2) • (link p q X Y - link p q Y X) := by
  have e1 : (t + conj t) / 4 = (t.re : ℂ) / 2 := by
    rw [Complex.add_conj]
    push_cast
    ring
  have e2 : (t - conj t) * Complex.I / 4 = -((t.im : ℂ) / 2) := by
    rw [Complex.sub_conj]
    push_cast
    linear_combination ((t.im : ℂ) / 2) * Complex.I_sq
  rw [(ladder_pauli hpq).1, (ladder_pauli hpq).2, ← e1, ← neg_eq_iff_eq_neg.mpr e2]
  module
```

Here `t` is a hopping amplitude, no longer a configuration; it can be complex when a magnetic field is present. With $S=L(X,X)+L(Y,Y)$ and $D=L(X,Y)-L(Y,X)$,

$$\tfrac t4(S+iD)+\tfrac{\bar t}4(S-iD)=\tfrac{\mathrm{Re}\,t}{2}S-\tfrac{\mathrm{Im}\,t}{2}D .$$

The steps `e1` and `e2` compute the two coefficients.

```lean
/-- Between adjacent sites the hopping term is (X_p X_q + Y_p Y_q)/2, without any string. -/
theorem adjacent_hopping_term {p q : Fin n} (hq : (q : ℕ) = p + 1) :
    (annihilate p)ᴴ * annihilate q + (annihilate q)ᴴ * annihilate p
      = (1 / 2 : ℂ) • (site p X * site q X + site p Y * site q Y) := by
  have hpq : p < q := by
    rw [Fin.lt_def]
    omega
  have hs : zString p q = 1 := by
    rw [← tensor_one, zString]
    refine congrArg tensor (funext fun i => if_neg ?_)
    rw [Fin.lt_def, Fin.lt_def]
    omega
  rw [hopping_term hpq, link, link, hs, mul_one, mul_one]
```

If $q=p+1$, no site lies strictly between, so the string is a product of identities (`hs`).

```lean
/-- For `p < q`, the square of the hopping term is (1 - Z_p Z_q)/2, whatever the distance
between the sites. -/
theorem hopping_term_sq {p q : Fin n} (hpq : p < q) :
    ((annihilate p)ᴴ * annihilate q + (annihilate q)ᴴ * annihilate p) ^ 2
      = (1 / 2 : ℂ) • (1 - site p Z * site q Z) := by
  have hZZ : Z * Z = 1 := by
    ext i j
    fin_cases i <;> fin_cases j <;> norm_num [Z, Matrix.mul_apply, Fin.sum_univ_two]
  have hXX : X * X = 1 := by
    ext i j
    fin_cases i <;> fin_cases j <;> norm_num [X, Matrix.mul_apply, Fin.sum_univ_two]
  have hYY : Y * Y = 1 := by
    ext i j
    fin_cases i <;> fin_cases j <;> norm_num [Y, Matrix.mul_apply, Fin.sum_univ_two]
  have hXY : X * Y = Complex.I • Z := by
    ext i j
    fin_cases i <;> fin_cases j <;> norm_num [X, Y, Z, Matrix.mul_apply, Fin.sum_univ_two]
  have hYX : Y * X = (-Complex.I) • Z := by
    ext i j
    fin_cases i <;> fin_cases j <;> norm_num [X, Y, Z, Matrix.mul_apply, Fin.sum_univ_two]
  -- the strings of two links cancel
  have hmul : ∀ A B C D : Qubit,
      link p q A B * link p q C D = site p (A * C) * site q (B * D) := by
    intro A B C D
    simp only [link_eq hpq, site, tensor_mul]
    refine congrArg tensor (funext fun i => ?_)
    by_cases h1 : i = p
    · subst h1
      simp [hpq.ne]
    · by_cases h2 : i = q
      · subst h2
        simp [hpq.ne']
      · by_cases h3 : p < i ∧ i < q
        · simp [h1, h2, h3, hZZ]
        · simp only [if_neg h1, if_neg h2, if_neg h3]
  have hone : ∀ j : Fin n, site j 1 = 1 := by
    intro j
    simp only [site, ite_self, tensor_one]
  have hsmul : ∀ (j : Fin n) (c : ℂ) (A : Qubit), site j (c • A) = c • site j A := by
    intro j c A
    ext s t
    simp only [site, tensor, Matrix.of_apply, Matrix.smul_apply, smul_eq_mul]
    rw [← Finset.mul_prod_erase Finset.univ _ (Finset.mem_univ j),
      ← Finset.mul_prod_erase Finset.univ _ (Finset.mem_univ j), ← mul_assoc]
    congr 1
    · simp
    · refine Finset.prod_congr rfl fun i hi => ?_
      simp only [if_neg (Finset.mem_erase.1 hi).1]
  rw [hopping_term hpq, sq]
  simp only [smul_mul_assoc, mul_smul_comm, add_mul, mul_add, hmul, hXX, hYY, hXY, hYX,
    hsmul, hone, one_mul, smul_smul, neg_mul_neg, Complex.I_mul_I]
  module

end

end JordanWignerHopping
```

Squaring makes the strings cancel (`hmul`). The diagonal terms are $L(X,X)^2=L(Y,Y)^2=1$. Since $XY=iZ$ and $YX=-iZ$, each cross term is $-Z_pZ_q$. Therefore

$$\tfrac14S^2=\tfrac14(2-2Z_pZ_q)=\tfrac12(1-Z_pZ_q).$$

This is the projector onto the subspace in which exactly one of the two sites is occupied. On each basis state in this subspace, the hopping term moves the electron to the other site, up to a sign; it gives zero on basis states with both sites empty or both occupied.

```lean
#print axioms JordanWignerHopping.hopping_term
#print axioms JordanWignerHopping.complex_hopping_term
#print axioms JordanWignerHopping.adjacent_hopping_term
#print axioms JordanWignerHopping.hopping_term_sq
```

```
'JordanWignerHopping.hopping_term' depends on axioms: [propext, Classical.choice, Quot.sound]
'JordanWignerHopping.complex_hopping_term' depends on axioms: [propext, Classical.choice, Quot.sound]
'JordanWignerHopping.adjacent_hopping_term' depends on axioms: [propext, Classical.choice, Quot.sound]
'JordanWignerHopping.hopping_term_sq' depends on axioms: [propext, Classical.choice, Quot.sound]
```
